# The thermal lowering of a non-interacting lattice density functional lies between zero and θ times the site entropies

Let $T$ be a real one-body matrix on $M$ sites, $\theta\ge 0$ a temperature in energy units, and $n_i\in[0,1]$ prescribed site densities. Let $F_\theta(n)$ be the minimum of $\operatorname{tr}(TD)-\theta S(D)$ over real symmetric matrices $D$ with $0\le D\le 1$ and $D_{ii}=n_i$. Then

$$F_0(n)-\theta\sum_i s(n_i)\;\le\;F_\theta(n)\;\le\;F_0(n),$$

where $s(x)=-x\log x-(1-x)\log(1-x)$, with $s(0)=s(1)=0$, is the entropy of one fermionic level with occupation $x$. The Fermi entropy $S(D)$ is the sum of $s$ over the eigenvalues of $D$.

For non-interacting fermions on a finite lattice, this bounds the error in the value of the functional when $F_0$ replaces $F_\theta$ at a given density $n$: it is at most $\theta\sum_i s(n_i)$, a quantity computed from that density alone. If an orbital-free calculation finds its density by minimising with $F_0$, the bound evaluated at that density need not cover the error in the minimum free energy.

## Derivation from natural orbitals

**Occupations.** A symmetric $D$ can be written $D=U\,\mathrm{diag}(l)\,U^{\mathsf T}$ with $U^{\mathsf T}U=1$. Column $u_k$ of $U$ is a natural orbital and $l_k$ its occupation. From $0\le D\le1$,

$$l_k=u_k^{\mathsf T}Du_k\ge0,\qquad 1-l_k=u_k^{\mathsf T}(1-D)u_k\ge0 .$$

Hence $S(D)=\sum_k s(l_k)\ge0$. Conversely, any orthogonal $U$ and occupations in $[0,1]$ give a matrix with $0\le D\le1$.

**A minimiser exists.** Consider the pairs $(U,l)$ with $U^{\mathsf T}U=1$, $0\le l_k\le1$ and $(U\,\mathrm{diag}(l)\,U^{\mathsf T})_{ii}=n_i$. These conditions are closed, and normalised columns force $|U_{ik}|\le1$, so the set is compact. It contains $(1,n)$. The objective $\operatorname{tr}(TU\,\mathrm{diag}(l)\,U^{\mathsf T})-\theta\sum_k s(l_k)$ is continuous and therefore attains its minimum.

**Entropy and density.** The diagonal of $D$ is $n_i=\sum_k U_{ik}^2\,l_k$. Since $\sum_k U_{ik}^2=1$, this is an average of the occupations, and concavity of $s$ gives

$$s(n_i)\ge\sum_k U_{ik}^2\,s(l_k).$$

Summing over $i$ and using $\sum_i U_{ik}^2=1$ yields $\sum_i s(n_i)\ge\sum_k s(l_k)=S(D)$.

**The two bounds.** Let $D_\theta$ and $D_0$ be minimisers at temperatures $\theta$ and $0$. Each serves as a trial state for the other problem:

$$F_0\le\operatorname{tr}(TD_\theta)=F_\theta+\theta S(D_\theta)\le F_\theta+\theta\sum_i s(n_i),$$

$$F_\theta\le\operatorname{tr}(TD_0)-\theta S(D_0)\le F_0 .$$

**Uncoupled sites.** If $T=\mathrm{diag}(e)$, every admissible $D$ has the same energy $\sum_i e_in_i=F_0$. The trial state $\mathrm{diag}(n)$ has entropy $\sum_i s(n_i)$, so $F_\theta\le F_0-\theta\sum_i s(n_i)$, and the lower bound is an equality.

A single site is the smallest instance with a density to prescribe. There $D=(n)$ and $T=(t)$, so $F_\theta=tn-\theta s(n)$. The same example shows what the sign of $\theta$ does: at $n=1/2$ the upper bound would read $-\theta\log2\le0$, which is false for every $\theta<0$.

## Density matrices, entropy and the functional in Lean

The finite type `ι` labels the sites, and it also labels the orbitals.

```lean
import Mathlib

open Matrix

namespace FiniteTemperatureKinetic

noncomputable section

variable {ι : Type*} [Fintype ι] [DecidableEq ι]
```

In Mathlib, `PosSemidef` includes symmetry for real matrices. The set below therefore contains exactly the matrices over which the minimum was taken. There is one level per site, so the fermions are spinless or of one spin species. Fractional occupations are allowed even at $\theta=0$, which makes $F_0$ an ensemble functional and not a minimum over single Slater determinants. The particle number $\sum_i n_i$ need not be an integer.

```lean
/-- The one-body density matrices with site densities `n`: real symmetric `D` with
`0 ≤ D ≤ 1` and diagonal `n`. -/
def densityMatrices (n : ι → ℝ) : Set (Matrix ι ι ℝ) :=
  {D | D.PosSemidef ∧ (1 - D).PosSemidef ∧ ∀ i, D i i = n i}
```

The eigenvalues enter as roots of the characteristic polynomial, with multiplicity. `Real.binEntropy` is $s$, with natural logarithms, so the entropy is in units of Boltzmann's constant.

```lean
/-- The Fermi entropy: the sum of `-x log x - (1 - x) log (1 - x)` over the real eigenvalues `x`
of `D`, counted with multiplicity. -/
def fermiEntropy (D : Matrix ι ι ℝ) : ℝ :=
  (D.charpoly.roots.map Real.binEntropy).sum
```

The matrix `T` is arbitrary: it may contain on-site energies as well as hopping, and it need not be symmetric, because only its symmetric part contributes to the trace with a symmetric $D$. There is no interaction term.

```lean
/-- The kinetic free energy `tr (T D) - θ S(D)` of a density matrix at temperature `θ`. -/
def freeEnergy (T : Matrix ι ι ℝ) (θ : ℝ) (D : Matrix ι ι ℝ) : ℝ :=
  trace (T * D) - θ * fermiEntropy D
```

The functional is defined as an infimum; that it is a minimum is proved further on. `kineticFunctional T θ n` is $F_\theta(n)$.

```lean
/-- The density functional at temperature `θ`: the infimum of the kinetic free energy over all
density matrices with site densities `n`. -/
def kineticFunctional (T : Matrix ι ι ℝ) (θ : ℝ) (n : ι → ℝ) : ℝ :=
  sInf (freeEnergy T θ '' densityMatrices n)
```

## Entropy in terms of occupations

The first lemma is $S(D)=\sum_k s(l_k)$. The characteristic polynomial of a product is unchanged when the factors are exchanged, so `Matrix.charpoly_mul_comm` brings $U^{\mathsf T}$ next to $U$, where they cancel. What remains is $\prod_k(X-l_k)$, whose roots are the occupations.

```lean
/-- For natural orbitals `U` (an orthogonal matrix) and occupations `l`, the Fermi entropy is the
sum of the one-level entropies of the occupations. -/
theorem fermiEntropy_spectral {U : Matrix ι ι ℝ} (hU : Uᵀ * U = 1) (l : ι → ℝ) :
    fermiEntropy (U * diagonal l * Uᵀ) = ∑ k, Real.binEntropy (l k) := by
  have hm : (diagonal l).charmatrix
      = diagonal (fun k => Polynomial.X - Polynomial.C (l k)) := by
    refine Matrix.ext fun i j => ?_
    by_cases h : i = j
    · subst h
      simp
    · simp [h]
  -- the characteristic polynomial does not see the rotation `U`
  have hc : (U * diagonal l * Uᵀ).charpoly
      = ((Finset.univ.val.map l).map fun a => Polynomial.X - Polynomial.C a).prod := by
    rw [Matrix.charpoly_mul_comm, ← Matrix.mul_assoc, hU, Matrix.one_mul, Matrix.charpoly, hm,
      det_diagonal, Multiset.map_map]
    rfl
  rw [fermiEntropy, hc, Polynomial.roots_multiset_prod_X_sub_C, Multiset.map_map]
  rfl
```

The next lemma supplies natural orbitals from Mathlib's spectral theorem. The equations `he` and `he'` express $D$ and $1-D$ in the orbital basis. Their diagonal entries are nonnegative, which gives $0\le l_k\le1$ as in the derivation.

```lean
/-- A real symmetric `D` with `0 ≤ D ≤ 1` has orthonormal natural orbitals with occupations
between 0 and 1. -/
theorem exists_natural_orbitals {D : Matrix ι ι ℝ} (h0 : D.PosSemidef)
    (h1 : (1 - D).PosSemidef) :
    ∃ (U : Matrix ι ι ℝ) (l : ι → ℝ), Uᵀ * U = 1 ∧ (∀ k, 0 ≤ l k ∧ l k ≤ 1) ∧
      D = U * diagonal l * Uᵀ := by
  obtain ⟨U, l, hU, hD⟩ : ∃ (U : Matrix ι ι ℝ) (l : ι → ℝ), Uᵀ * U = 1 ∧
      D = U * diagonal l * Uᵀ := by
    have hH := h0.isHermitian
    have hs : ∀ V : Matrix ι ι ℝ, star V = Vᵀ := fun V => by
      rw [star_eq_conjTranspose, conjTranspose_eq_transpose_of_trivial]
    refine ⟨hH.eigenvectorUnitary, hH.eigenvalues, ?_, ?_⟩
    · rw [← hs]
      exact Matrix.mem_unitaryGroup_iff'.mp hH.eigenvectorUnitary.2
    · have h := hH.spectral_theorem
      rw [Unitary.conjStarAlgAut_apply] at h
      rw [← hs]
      exact h
  have he : Uᵀ * D * U = diagonal l := by
    calc Uᵀ * D * U = (Uᵀ * U) * diagonal l * (Uᵀ * U) := by
          rw [hD]; simp only [Matrix.mul_assoc]
      _ = diagonal l := by rw [hU, Matrix.one_mul, Matrix.mul_one]
  have he' : Uᵀ * (1 - D) * U = 1 - diagonal l := by
    rw [Matrix.mul_sub, Matrix.sub_mul, Matrix.mul_one, hU, he]
  refine ⟨U, l, hU, fun k => ⟨?_, ?_⟩, hD⟩
  · have h : 0 ≤ (Uᴴ * D * U) k k := (h0.conjTranspose_mul_mul_same U).diag_nonneg
    rwa [conjTranspose_eq_transpose_of_trivial, he, diagonal_apply_eq] at h
  · have h : 0 ≤ (Uᴴ * (1 - D) * U) k k := (h1.conjTranspose_mul_mul_same U).diag_nonneg
    rw [conjTranspose_eq_transpose_of_trivial, he', Matrix.sub_apply, Matrix.one_apply_eq,
      diagonal_apply_eq] at h
    linarith
```

The converse rests on $1-U\,\mathrm{diag}(l)\,U^{\mathsf T}=U\,\mathrm{diag}(1-l)\,U^{\mathsf T}$. This needs $UU^{\mathsf T}=1$, which `mul_eq_one_comm` obtains from $U^{\mathsf T}U=1$ for square matrices.

```lean
/-- Orthonormal orbitals filled with occupations between 0 and 1 give a density matrix
`0 ≤ D ≤ 1`. -/
theorem posSemidef_of_occupations {U : Matrix ι ι ℝ} (hU : Uᵀ * U = 1) {l : ι → ℝ}
    (hl : ∀ k, 0 ≤ l k ∧ l k ≤ 1) :
    (U * diagonal l * Uᵀ).PosSemidef ∧ (1 - U * diagonal l * Uᵀ).PosSemidef := by
  have hd : ∀ m : ι → ℝ, (∀ k, 0 ≤ m k) → (U * diagonal m * Uᵀ).PosSemidef := fun m hm => by
    have h := (Matrix.PosSemidef.diagonal (d := m) hm).mul_mul_conjTranspose_same U
    rwa [conjTranspose_eq_transpose_of_trivial] at h
  refine ⟨hd l fun k => (hl k).1, ?_⟩
  have h := hd (fun k => 1 - l k) fun k => sub_nonneg.mpr (hl k).2
  have hs : diagonal (fun k => 1 - l k) = 1 - diagonal l := by
    rw [← diagonal_one, diagonal_sub]
  rwa [hs, Matrix.mul_sub, Matrix.sub_mul, Matrix.mul_one, mul_eq_one_comm.mp hU] at h
```

Now the entropy can be compared with the density. `hcol` and `hrow` are the unit sums of $U_{ik}^2$ over sites and over orbitals, and `hdiag` writes a site density as an average of occupations. The calculation inserts the column sum, exchanges the two sums, and applies Jensen's inequality, `le_map_sum`, at each site.

```lean
/-- For a real symmetric `0 ≤ D ≤ 1` the Fermi entropy is nonnegative and at most the sum of the
one-level entropies of the site densities. -/
theorem fermiEntropy_bounds {D : Matrix ι ι ℝ} (h0 : D.PosSemidef) (h1 : (1 - D).PosSemidef) :
    0 ≤ fermiEntropy D ∧ fermiEntropy D ≤ ∑ i, Real.binEntropy (D i i) := by
  obtain ⟨U, l, hU, hl, rfl⟩ := exists_natural_orbitals h0 h1
  rw [fermiEntropy_spectral hU]
  refine ⟨Finset.sum_nonneg fun k _ => Real.binEntropy_nonneg (hl k).1 (hl k).2, ?_⟩
  have hcol : ∀ k, ∑ i, U i k ^ 2 = 1 := fun k => by
    have h := congrFun (congrFun hU k) k
    simpa [Matrix.mul_apply, sq] using h
  have hrow : ∀ i, ∑ k, U i k ^ 2 = 1 := fun i => by
    have hU' : U * Uᵀ = 1 := mul_eq_one_comm.mp hU
    have h := congrFun (congrFun hU' i) i
    simpa [Matrix.mul_apply, sq] using h
  -- a site density is an average of the occupations
  have hdiag : ∀ i, (U * diagonal l * Uᵀ) i i = ∑ k, U i k ^ 2 • l k := fun i => by
    rw [Matrix.mul_apply]
    refine Finset.sum_congr rfl fun k _ => ?_
    rw [Matrix.mul_diagonal, Matrix.transpose_apply, smul_eq_mul]
    ring
  calc ∑ k, Real.binEntropy (l k)
      = ∑ k, ∑ i, U i k ^ 2 • Real.binEntropy (l k) := by
        refine Finset.sum_congr rfl fun k _ => ?_
        rw [← Finset.sum_smul, hcol, one_smul]
    _ = ∑ i, ∑ k, U i k ^ 2 • Real.binEntropy (l k) := Finset.sum_comm
    _ ≤ ∑ i, Real.binEntropy ((U * diagonal l * Uᵀ) i i) := by
        refine Finset.sum_le_sum fun i _ => ?_
        rw [hdiag]
        exact Real.strictConcave_binEntropy.concaveOn.le_map_sum
          (fun k _ => sq_nonneg _) (hrow i) (fun k _ => hl k)
```

## Existence of the minimiser

`IsLeast` says that the value of the functional belongs to the set of attainable free energies and is a lower bound for it. The theorem holds for every real `θ`, since compactness and continuity do not depend on its sign. The condition on `n` provides the point $(1,n)$ that makes the search set nonempty.

In the proof, `K` is the set of pairs $(U,l)$, `hclosed` and `hK` establish closedness and compactness, and `hf` is continuity of the objective. The last part carries the minimum over pairs back to matrices: `posSemidef_of_occupations` makes the minimising pair admissible, and `exists_natural_orbitals` turns any competing $D$ into a pair in `K`.

```lean
/-- For site densities between 0 and 1 the infimum defining the functional is attained by a
density matrix. -/
theorem kineticFunctional_isLeast (T : Matrix ι ι ℝ) (θ : ℝ) {n : ι → ℝ}
    (hn : ∀ i, 0 ≤ n i ∧ n i ≤ 1) :
    IsLeast (freeEnergy T θ '' densityMatrices n) (kineticFunctional T θ n) := by
  -- search over orbitals and occupations, which form a compact set
  let K : Set (Matrix ι ι ℝ × (ι → ℝ)) := {p | p.1ᵀ * p.1 = 1 ∧ p.2 ∈ Set.Icc 0 1 ∧
    ∀ i, (p.1 * diagonal p.2 * p.1ᵀ) i i = n i}
  have hc : Continuous fun p : Matrix ι ι ℝ × (ι → ℝ) => p.1 * diagonal p.2 * p.1ᵀ :=
    (continuous_fst.matrix_mul continuous_snd.matrix_diagonal).matrix_mul
      continuous_fst.matrix_transpose
  have hbox : IsCompact {U : ι → ι → ℝ | ∀ i j, U i j ∈ Set.Icc (-1 : ℝ) 1} := by
    have h : IsCompact (Set.univ.pi fun _ : ι => Set.univ.pi fun _ : ι => Set.Icc (-1 : ℝ) 1) :=
      isCompact_univ_pi fun _ => isCompact_univ_pi fun _ => isCompact_Icc
    convert h using 1
    ext U
    simp only [Set.mem_ofPred_eq, Set.mem_univ_pi]
  have hbox' : IsCompact {U : Matrix ι ι ℝ | ∀ i j, U i j ∈ Set.Icc (-1 : ℝ) 1} := hbox
  have hclosed : IsClosed K := by
    refine (isClosed_eq (continuous_fst.matrix_transpose.matrix_mul continuous_fst)
      continuous_const).inter ((isClosed_Icc.preimage continuous_snd).inter ?_)
    have h : IsClosed (⋂ i, {p : Matrix ι ι ℝ × (ι → ℝ) |
        (p.1 * diagonal p.2 * p.1ᵀ) i i = n i}) :=
      isClosed_iInter fun i => isClosed_eq (hc.matrix_elem i i) continuous_const
    rwa [← Set.ofPred_forall] at h
  have hK : IsCompact K := by
    refine (hbox'.prod (isCompact_Icc (a := (0 : ι → ℝ)) (b := 1))).of_isClosed_subset hclosed ?_
    rintro ⟨U, l⟩ ⟨hU, hl, -⟩
    refine ⟨fun i j => ?_, hl⟩
    have h : ∑ k, U k j * U k j = 1 := by
      simpa [Matrix.mul_apply] using congrFun (congrFun hU j) j
    have h' : U i j * U i j ≤ ∑ k, U k j * U k j :=
      Finset.single_le_sum (f := fun k => U k j * U k j)
        (fun k _ => mul_self_nonneg _) (Finset.mem_univ i)
    change -1 ≤ U i j ∧ U i j ≤ 1
    constructor <;> nlinarith
  have hne : K.Nonempty :=
    ⟨(1, n), by simp, ⟨fun i => (hn i).1, fun i => (hn i).2⟩, fun i => by simp⟩
  have hf : Continuous fun p : Matrix ι ι ℝ × (ι → ℝ) =>
      trace (T * (p.1 * diagonal p.2 * p.1ᵀ)) - θ * ∑ k, Real.binEntropy (p.2 k) :=
    (continuous_const.matrix_mul hc).matrix_trace.sub (continuous_const.mul
      (continuous_finsetSum _ fun k _ =>
        Real.binEntropy_continuous.comp ((continuous_apply k).comp continuous_snd)))
  obtain ⟨⟨U, l⟩, ⟨hU, hl, hd⟩, hmin⟩ := hK.exists_isMinOn hne hf.continuousOn
  have hp := posSemidef_of_occupations hU fun k => ⟨hl.1 k, hl.2 k⟩
  have hleast : IsLeast (freeEnergy T θ '' densityMatrices n)
      (freeEnergy T θ (U * diagonal l * Uᵀ)) := by
    refine ⟨⟨_, ⟨hp.1, hp.2, hd⟩, rfl⟩, ?_⟩
    rintro _ ⟨D, ⟨h0, h1, hD⟩, rfl⟩
    obtain ⟨V, m, hV, hm, rfl⟩ := exists_natural_orbitals h0 h1
    rw [freeEnergy, freeEnergy, fermiEntropy_spectral hU, fermiEntropy_spectral hV]
    exact isMinOn_iff.mp hmin (V, m) ⟨hV, ⟨fun k => (hm k).1, fun k => (hm k).2⟩, hD⟩
  rw [kineticFunctional, hleast.csInf_eq]
  exact hleast
```

## The bounds and the uncoupled case

The main theorem has the hypotheses `0 ≤ θ` and $0\le n_i\le1$, and its conclusion is the pair of inequalities stated at the start. Each half takes the minimiser of one problem, inserts it in the other, and uses one side of `fermiEntropy_bounds` multiplied by $\theta$. The remaining linear arithmetic is left to `linarith`.

```lean
/-- For `θ ≥ 0` and site densities between 0 and 1, the functional at temperature `θ` lies between
its zero-temperature value minus `θ` times the summed one-level entropies of the site densities,
and its zero-temperature value. -/
theorem kineticFunctional_bounds (T : Matrix ι ι ℝ) {θ : ℝ} (hθ : 0 ≤ θ) {n : ι → ℝ}
    (hn : ∀ i, 0 ≤ n i ∧ n i ≤ 1) :
    kineticFunctional T 0 n - θ * ∑ i, Real.binEntropy (n i) ≤ kineticFunctional T θ n ∧
      kineticFunctional T θ n ≤ kineticFunctional T 0 n := by
  have hA := kineticFunctional_isLeast T θ hn
  have hB := kineticFunctional_isLeast T 0 hn
  constructor
  · -- use the warm minimiser as a trial state at zero temperature
    obtain ⟨D, hD, hE⟩ := hA.1
    have h := hB.2 ⟨D, hD, rfl⟩
    have hS := (fermiEntropy_bounds hD.1 hD.2.1).2
    simp only [hD.2.2] at hS
    have hS' := mul_le_mul_of_nonneg_left hS hθ
    simp only [freeEnergy] at h hE
    linarith
  · -- use the cold minimiser as a trial state at temperature `θ`
    obtain ⟨D, hD, hE⟩ := hB.1
    have h := hA.2 ⟨D, hD, rfl⟩
    have hS := mul_nonneg hθ (fermiEntropy_bounds hD.1 hD.2.1).1
    simp only [freeEnergy] at h hE
    linarith
```

For a diagonal one-body matrix, the general theorem already gives one direction of the equality. The other comes from the trial state `diagonal n`, whose entropy follows from `fermiEntropy_spectral` with $U=1$. The step `ht` records that the energy depends only on the site densities.

```lean
/-- For uncoupled sites (a diagonal one-body matrix), `θ ≥ 0` and site densities between 0 and 1,
the functional at temperature `θ` equals its zero-temperature value minus `θ` times the summed
one-level entropies of the site densities. -/
theorem kineticFunctional_uncoupled (e : ι → ℝ) {θ : ℝ} (hθ : 0 ≤ θ) {n : ι → ℝ}
    (hn : ∀ i, 0 ≤ n i ∧ n i ≤ 1) :
    kineticFunctional (diagonal e) θ n
      = kineticFunctional (diagonal e) 0 n - θ * ∑ i, Real.binEntropy (n i) := by
  refine le_antisymm ?_ (kineticFunctional_bounds _ hθ hn).1
  have h1 : (1 : Matrix ι ι ℝ)ᵀ * 1 = 1 := by simp
  have hp := posSemidef_of_occupations h1 hn
  have hS := fermiEntropy_spectral h1 n
  simp only [Matrix.transpose_one, Matrix.one_mul, Matrix.mul_one] at hp hS
  have h := (kineticFunctional_isLeast (diagonal e) θ hn).2
    ⟨diagonal n, ⟨hp.1, hp.2, fun i => diagonal_apply_eq n i⟩, rfl⟩
  obtain ⟨D, hD, hE⟩ := (kineticFunctional_isLeast (diagonal e) 0 hn).1
  -- the energy depends on the site densities only
  have ht : trace (diagonal e * D) = trace (diagonal e * diagonal n) := by
    simp only [Matrix.trace, Matrix.diag_apply, Matrix.diagonal_mul, hD.2.2, diagonal_apply_eq]
  simp only [freeEnergy, hS] at h hE
  linarith

end

end FiniteTemperatureKinetic
```

```lean
#print axioms FiniteTemperatureKinetic.kineticFunctional_bounds
#print axioms FiniteTemperatureKinetic.kineticFunctional_uncoupled
```

```
'FiniteTemperatureKinetic.kineticFunctional_bounds' depends on axioms: [propext, Classical.choice, Quot.sound]
'FiniteTemperatureKinetic.kineticFunctional_uncoupled' depends on axioms: [propext, Classical.choice, Quot.sound]
```
